# Linearised motion keeps the width matrix of a normalised Gaussian wave packet symmetric, with positive imaginary part

A Gaussian wave packet moves through a molecular potential. Its centre follows a classical trajectory, while its shape responds to the curvature of the potential along the way. In mass-scaled coordinates, with $x$ the displacement from the centre, the packet is proportional to

$$\exp\!\Big(\frac{i}{2\hbar}\,x^T W x\Big),\qquad W=PQ^{-1},$$

up to a phase linear in $x$. The complex $n\times n$ matrices $Q,P$ obey $Q'=P$, $P'=-K(t)Q$, where $K(t)$ is the real symmetric Hessian at the centre. Does $W$ continue to describe a packet that decays in every direction?

It does if, at one time,

$$Q^TP-P^TQ=0,\qquad Q^*P-P^*Q=2i\,I .$$

The first relation makes $W$ symmetric; the second fixes the scale of $Q$ relative to the width, and the sign that gives decay. With kinetic energy $|p|^2/2$ in the mass-scaled momenta $p$, this shape evolution is exact for potentials at most quadratic in position, and a local harmonic approximation for other smooth potentials. The theorems below concern the matrices; the Schrödinger equation enters only through this interpretation.

The coordinates are labelled by a finite type `n`.

```lean
import Mathlib

open Matrix

namespace GaussianWavePacket

noncomputable section

variable {n : Type*} [Fintype n] [DecidableEq n]
```

The Hessian is a real matrix, and `cx` embeds it entrywise in the complex matrices.

```lean
/-- A real matrix regarded as a complex one. -/
def cx (A : Matrix n n ℝ) : Matrix n n ℂ := A.map Complex.ofReal
```

Time derivatives are also taken entry by entry.

```lean
/-- The matrix path `A` has the velocity `A'` at time `t`, entry by entry. -/
def HasVelocity (A : ℝ → Matrix n n ℂ) (A' : Matrix n n ℂ) (t : ℝ) : Prop :=
  ∀ i j, HasDerivAt (fun s => A s i j) (A' i j) t
```

The equations of motion hold at every real time. A solution is assumed given, and no continuity of $K$ is required. Symmetry of $K$ is a separate hypothesis, `hK`, in the theorems that need it.

```lean
/-- The equations of linearised motion `Q' = P`, `P' = -K(t) Q` for a real matrix `K(t)`. -/
structure IsLinearizedFlow (K : ℝ → Matrix n n ℝ) (Q P : ℝ → Matrix n n ℂ) : Prop where
  dQ : ∀ t, HasVelocity Q (P t) t
  dP : ∀ t, HasVelocity P (-(cx (K t) * Q t)) t
```

The two relations form a structure on a single pair of matrices; `ᴴ` is the conjugate transpose, written $^*$ here.

```lean
/-- The normalisation relations `QᵀP - PᵀQ = 0` and `QᴴP - PᴴQ = 2i` of a wave packet. -/
structure IsPacketPair (Q P : Matrix n n ℂ) : Prop where
  symp : Qᵀ * P - Pᵀ * Q = 0
  herm : Qᴴ * P - Pᴴ * Q = (2 * Complex.I) • (1 : Matrix n n ℂ)
```

Lean's inverse is defined even for singular matrices, so `packetPair_iff` and `width_along_flow` also state that $Q$ is invertible; in `width_im_pos` this follows from the hypothesis.

```lean
/-- The complex width matrix `P Q⁻¹` in the exponent of the Gaussian. -/
def width (Q P : Matrix n n ℂ) : Matrix n n ℂ := P * Q⁻¹
```

## (a) Differentiating a matrix product

**Task.** Show that $(AB)'=A'B+AB'$, keeping the order of the factors.

**Solution.** Differentiate $(AB)_{ij}=\sum_k A_{ik}B_{kj}$ term by term:
$$(AB)'_{ij}=\sum_k\big(A'_{ik}B_{kj}+A_{ik}B'_{kj}\big).$$
`HasDerivAt.fun_sum` differentiates the sum and `fun_mul` each term.

```lean
omit [DecidableEq n] in
/-- The product rule for matrix paths. -/
theorem HasVelocity.mul {A B : ℝ → Matrix n n ℂ} {A' B' : Matrix n n ℂ} {t : ℝ}
    (hA : HasVelocity A A' t) (hB : HasVelocity B B' t) :
    HasVelocity (fun s => A s * B s) (A' * B t + A t * B') t := by
  intro i j
  have h := HasDerivAt.fun_sum (u := Finset.univ)
    (fun k _ => (hA i k).fun_mul (hB k j))
  simp only [Matrix.mul_apply, Matrix.add_apply, ← Finset.sum_add_distrib]
  exact h
```

## (b) A constant Wronskian

**Task.** Let $Q'=P$, $P'=-MQ$, $A'=B$ and $B'=-AM$. Show that $AP-BQ$ is constant.

**Solution.** By (a),
$$(AP-BQ)'=BP-AMQ-(-AMQ+BP)=0 .$$
$M$ need not be symmetric. In the proof, `h0` is this cancellation, and each entry is constant because its derivative vanishes on the whole line.

```lean
omit [DecidableEq n] in
/-- The Wronskian `A P - B Q` is constant when `Q' = P`, `P' = -M Q` and
`A' = B`, `B' = -A M`. -/
theorem wronskian_const {A B Q P M : ℝ → Matrix n n ℂ}
    (hA : ∀ t, HasVelocity A (B t) t) (hB : ∀ t, HasVelocity B (-(A t * M t)) t)
    (hQ : ∀ t, HasVelocity Q (P t) t) (hP : ∀ t, HasVelocity P (-(M t * Q t)) t)
    (t s : ℝ) : A t * P t - B t * Q t = A s * P s - B s * Q s := by
  ext i j
  have hd : ∀ t, HasDerivAt (fun s => (A s * P s - B s * Q s) i j) 0 t := by
    intro t
    have h1 := (hA t).mul (hP t) i j
    have h2 := (hB t).mul (hQ t) i j
    refine (h1.fun_sub h2).congr_deriv ?_
    -- the kinetic terms and the force terms cancel separately
    have h0 : (B t * P t + A t * (-(M t * Q t)))
        - (-(A t * M t) * Q t + B t * P t) = 0 := by
      simp only [mul_neg, neg_mul, mul_assoc]
      abel
    rw [← Matrix.sub_apply, h0]
    rfl
  exact is_const_of_deriv_eq_zero (fun t => (hd t).differentiableAt)
    (fun t => (hd t).deriv) t s
```

## (c) Two conservation laws

**Task.** For real symmetric $K$, show that $Q^TP-P^TQ$ and $Q^*P-P^*Q$ do not change in time.

**Solution.** Transposing the equations of motion gives
$$(Q^T)'=P^T,\qquad (P^T)'=-Q^TK .$$
Thus (b) applies with $A=Q^T$, $B=P^T$, $M=K$. Since $K^*=K$ and time is real, the same holds for $A=Q^*$, $B=P^*$. The facts `hT` and `hH` record $K^T=K$ and $K^*=K$.

```lean
omit [DecidableEq n] in
/-- For a symmetric Hessian, `QᵀP - PᵀQ` and `QᴴP - PᴴQ` are conserved. -/
theorem conserved {K : ℝ → Matrix n n ℝ} {Q P : ℝ → Matrix n n ℂ}
    (hK : ∀ t, (K t).IsSymm) (h : IsLinearizedFlow K Q P) (t s : ℝ) :
    (Q t)ᵀ * P t - (P t)ᵀ * Q t = (Q s)ᵀ * P s - (P s)ᵀ * Q s ∧
    (Q t)ᴴ * P t - (P t)ᴴ * Q t = (Q s)ᴴ * P s - (P s)ᴴ * Q s := by
  have hT : ∀ t, (cx (K t))ᵀ = cx (K t) := fun t => by
    ext i j
    exact congrArg Complex.ofReal ((hK t).apply i j)
  have hH : ∀ t, (cx (K t))ᴴ = cx (K t) := fun t => by
    ext i j
    exact (Complex.conj_ofReal _).trans (congrArg Complex.ofReal ((hK t).apply i j))
  constructor
  · refine wronskian_const (A := fun t => (Q t)ᵀ) (B := fun t => (P t)ᵀ)
      (M := fun t => cx (K t)) (fun t i j => h.dQ t j i) (fun t i j => ?_) h.dQ h.dP t s
    have e : -((Q t)ᵀ * cx (K t)) = (-(cx (K t) * Q t))ᵀ := by
      rw [transpose_neg, transpose_mul, hT]
    rw [e]
    exact h.dP t j i
  · refine wronskian_const (A := fun t => (Q t)ᴴ) (B := fun t => (P t)ᴴ)
      (M := fun t => cx (K t)) (fun t i j => (h.dQ t j i).star) (fun t i j => ?_)
      h.dQ h.dP t s
    have e : -((Q t)ᴴ * cx (K t)) = (-(cx (K t) * Q t))ᴴ := by
      rw [conjTranspose_neg, conjTranspose_mul, hH]
    rw [e]
    exact (h.dP t j i).star
```

## (d) Length of a complex vector

**Task.** Show that $y^*y$ is a positive real number when $y\neq0$.

**Solution.** $y^*y=\sum_i|y_i|^2$. No term is negative, and at least one is positive.

```lean
omit [DecidableEq n] in
/-- The squared length of a nonzero complex vector is a positive real number. -/
theorem sq_length_pos {y : n → ℂ} (hy : y ≠ 0) :
    ∃ r : ℝ, 0 < r ∧ star y ⬝ᵥ y = (r : ℂ) := by
  obtain ⟨i, hi⟩ := Function.ne_iff.mp hy
  refine ⟨∑ i, Complex.normSq (y i), Finset.sum_pos' (fun i _ => Complex.normSq_nonneg _)
    ⟨i, Finset.mem_univ i, Complex.normSq_pos.mpr hi⟩, ?_⟩
  simp [dotProduct, Complex.normSq_eq_conj_mul_self]
```

## (e) Invertibility of $Q$

**Task.** Deduce from $Q^*P-P^*Q=2iI$ that $Q$ is invertible.

**Solution.** If $Q$ were singular, some $v\ne0$ would satisfy $Qv=0$. Then
$$2i\,v^*v=v^*(Q^*P-P^*Q)v=(Qv)^*Pv-v^*P^*(Qv)=0,$$
which contradicts (d). The step `h1` is the vanishing of this sandwich.

```lean
/-- The relation `QᴴP - PᴴQ = 2i` forces `Q` to be invertible. -/
theorem isUnit_det {Q P : Matrix n n ℂ}
    (h : Qᴴ * P - Pᴴ * Q = (2 * Complex.I) • (1 : Matrix n n ℂ)) : IsUnit Q.det := by
  rw [isUnit_iff_ne_zero]
  intro h0
  obtain ⟨v, hv, hQv⟩ := Matrix.exists_mulVec_eq_zero_iff.mpr h0
  obtain ⟨r, hr, hvr⟩ := sq_length_pos hv
  -- sandwich the relation between a null vector of `Q` and itself
  have h1 : star v ⬝ᵥ ((Qᴴ * P - Pᴴ * Q) *ᵥ v) = 0 := by
    rw [Matrix.sub_mulVec, ← Matrix.mulVec_mulVec, ← Matrix.mulVec_mulVec, hQv,
      Matrix.mulVec_zero, sub_zero, Matrix.dotProduct_mulVec, ← Matrix.star_mulVec, hQv,
      star_zero, zero_dotProduct]
  rw [h, Matrix.smul_mulVec, Matrix.one_mulVec, dotProduct_smul, hvr, smul_eq_mul] at h1
  have hr' : (r : ℂ) ≠ 0 := Complex.ofReal_ne_zero.mpr hr.ne'
  exact mul_ne_zero (mul_ne_zero two_ne_zero Complex.I_ne_zero) hr' h1
```

## (f) Imaginary part of a symmetric matrix

**Task.** For $W^T=W$, show that $W-W^*=2i\,\mathrm{Im}\,W$, with the imaginary part taken entrywise.

**Solution.** $W_{ij}-\overline{W_{ji}}=W_{ij}-\overline{W_{ij}}=2i\,\mathrm{Im}\,W_{ij}$.

```lean
omit [Fintype n] [DecidableEq n] in
/-- For a symmetric matrix, `W - Wᴴ` is `2i` times the entrywise imaginary part. -/
theorem sub_adjoint {W : Matrix n n ℂ} (hW : Wᵀ = W) :
    W - Wᴴ = (2 * Complex.I) • (W.map Complex.im).map Complex.ofReal := by
  ext i j
  have hji : W j i = W i j := congr_fun (congr_fun hW i) j
  rw [Matrix.sub_apply, Matrix.conjTranspose_apply, hji, Matrix.smul_apply,
    Matrix.map_apply, Matrix.map_apply, smul_eq_mul]
  apply Complex.ext <;> simp
  ring
```

## (g) The relations in terms of the width

**Task.** Show that the two relations hold exactly when $Q$ is invertible, $W$ is symmetric and $\mathrm{Im}\,W=(QQ^*)^{-1}$.

**Solution.** Assume the relations. Then (e) gives $Q^{-1}$. Write $Q^{-T}$ and $Q^{-*}$ for its transpose and adjoint. From $P^TQ=Q^TP$,
$$W^T=Q^{-T}P^TQQ^{-1}=Q^{-T}Q^TPQ^{-1}=W,$$
and
$$W-W^*=Q^{-*}(Q^*P-P^*Q)Q^{-1}=2i\,Q^{-*}Q^{-1}=2i\,(QQ^*)^{-1}.$$
Dividing by $2i$ and using (f) gives the imaginary part.

Conversely, put $P=WQ$. Then
$$Q^TP-P^TQ=Q^T(W-W^T)Q=0,$$
$$Q^*P-P^*Q=Q^*(W-W^*)Q=2i\,Q^*Q^{-*}Q^{-1}Q=2iI .$$
The `calc` blocks follow these chains.

For $n=1$ the first relation is automatic, the second reads $\mathrm{Im}(\bar QP)=1$, and $\mathrm{Im}\,W=1/|Q|^2$.

In a program, the converse supplies starting data: for a chosen symmetric $W_0$ with positive definite imaginary part, take $Q_0=(\mathrm{Im}\,W_0)^{-1/2}$ and $P_0=W_0Q_0$.

```lean
/-- The normalisation relations hold exactly when `Q` is invertible and the width matrix
is symmetric with imaginary part `(Q Qᴴ)⁻¹`. -/
theorem packetPair_iff (Q P : Matrix n n ℂ) :
    IsPacketPair Q P ↔ IsUnit Q.det ∧ (width Q P)ᵀ = width Q P ∧
      cx ((width Q P).map Complex.im) = (Q * Qᴴ)⁻¹ := by
  have hinv : (Q * Qᴴ)⁻¹ = (Q⁻¹)ᴴ * Q⁻¹ := by
    rw [Matrix.mul_inv_rev, Matrix.conjTranspose_nonsing_inv]
  constructor
  · intro h
    have hu := isUnit_det h.herm
    have hQR : Q * Q⁻¹ = 1 := Matrix.mul_nonsing_inv Q hu
    have hT : (Q⁻¹)ᵀ * Qᵀ = 1 := by rw [← transpose_mul, hQR, transpose_one]
    have hH : (Q⁻¹)ᴴ * Qᴴ = 1 := by rw [← conjTranspose_mul, hQR, conjTranspose_one]
    have hs : (width Q P)ᵀ = width Q P := by
      calc (P * Q⁻¹)ᵀ = (Q⁻¹)ᵀ * Pᵀ * (Q * Q⁻¹) := by rw [hQR, mul_one, transpose_mul]
        _ = (Q⁻¹)ᵀ * (Pᵀ * Q) * Q⁻¹ := by simp only [mul_assoc]
        _ = (Q⁻¹)ᵀ * (Qᵀ * P) * Q⁻¹ := by rw [sub_eq_zero.mp h.symp]
        _ = ((Q⁻¹)ᵀ * Qᵀ) * P * Q⁻¹ := by simp only [mul_assoc]
        _ = P * Q⁻¹ := by rw [hT, one_mul]
    have hd : width Q P - (width Q P)ᴴ = (2 * Complex.I) • (Q * Qᴴ)⁻¹ := by
      calc P * Q⁻¹ - (P * Q⁻¹)ᴴ
          = ((Q⁻¹)ᴴ * Qᴴ) * P * Q⁻¹ - (Q⁻¹)ᴴ * Pᴴ * (Q * Q⁻¹) := by
            rw [hH, hQR, one_mul, mul_one, conjTranspose_mul]
        _ = (Q⁻¹)ᴴ * (Qᴴ * P - Pᴴ * Q) * Q⁻¹ := by
            simp only [mul_sub, sub_mul, mul_assoc]
        _ = (2 * Complex.I) • (Q * Qᴴ)⁻¹ := by
            rw [h.herm, hinv, Matrix.mul_smul, Matrix.smul_mul, mul_one]
    refine ⟨hu, hs, ?_⟩
    rw [sub_adjoint hs] at hd
    ext i j
    have hij := congr_fun (congr_fun hd i) j
    rw [Matrix.smul_apply, Matrix.smul_apply, smul_eq_mul, smul_eq_mul] at hij
    exact mul_left_cancel₀ (mul_ne_zero two_ne_zero Complex.I_ne_zero) hij
  · rintro ⟨hu, hs, him⟩
    have hRQ : Q⁻¹ * Q = 1 := Matrix.nonsing_inv_mul Q hu
    have hH : Qᴴ * (Q⁻¹)ᴴ = 1 := by rw [← conjTranspose_mul, hRQ, conjTranspose_one]
    have hd : width Q P - (width Q P)ᴴ = (2 * Complex.I) • (Q * Qᴴ)⁻¹ := by
      rw [← him]
      exact sub_adjoint hs
    -- recover the momentum matrix from the width
    have hP : P = width Q P * Q := by rw [width, mul_assoc, hRQ, mul_one]
    generalize width Q P = W at hs hd hP
    subst hP
    constructor
    · rw [transpose_mul, hs, mul_assoc, sub_self]
    · calc Qᴴ * (W * Q) - (W * Q)ᴴ * Q = Qᴴ * (W - Wᴴ) * Q := by
            rw [conjTranspose_mul]
            simp only [mul_sub, sub_mul, mul_assoc]
        _ = (2 * Complex.I) • ((Qᴴ * (Q⁻¹)ᴴ) * (Q⁻¹ * Q)) := by
            rw [hd, hinv, Matrix.mul_smul, Matrix.smul_mul]
            simp only [mul_assoc]
        _ = (2 * Complex.I) • (1 : Matrix n n ℂ) := by rw [hH, hRQ, one_mul]
```

## (h) The width at every time

**Task.** Assume the relations at one time $t_0$. Show that the description in (g) holds at every $t$.

**Solution.** By (c), both relations carry over from $t_0$ to $t$. Apply (g) there.

A propagation code can monitor the residuals of the two relations. A leapfrog step preserves them up to rounding: the kick $P\to P-hKQ$ and the drift $Q\to Q+hP$, with real step $h$, each leave both expressions unchanged. This holds for any $h$, so with leapfrog small residuals do not show that the time step is short enough.

```lean
/-- Let `Q`, `P` obey the linearised equations of motion with symmetric `K`. If the normalisation
relations hold at one time `t₀`, then at every time `Q` is invertible and the width matrix is
symmetric with imaginary part `(Q Qᴴ)⁻¹`. -/
theorem width_along_flow {K : ℝ → Matrix n n ℝ} {Q P : ℝ → Matrix n n ℂ}
    (hK : ∀ t, (K t).IsSymm) (h : IsLinearizedFlow K Q P) {t₀ : ℝ}
    (h₀ : IsPacketPair (Q t₀) (P t₀)) (t : ℝ) :
    IsUnit (Q t).det ∧ (width (Q t) (P t))ᵀ = width (Q t) (P t) ∧
      cx ((width (Q t) (P t)).map Complex.im) = (Q t * (Q t)ᴴ)⁻¹ :=
  (packetPair_iff _ _).mp
    ⟨(conserved hK h t t₀).1.trans h₀.symp, (conserved hK h t t₀).2.trans h₀.herm⟩
```

## (i) Decay in every direction

**Task.** Show that $x^T(\mathrm{Im}\,W)x>0$ for every real $x\neq0$.

**Solution.** By (g),
$$x^T(\mathrm{Im}\,W)x=x^TQ^{-*}Q^{-1}x=|Q^{-1}x|^2 .$$
Since $Q^{-1}x\ne0$, (d) gives positivity. The density is proportional to $\exp(-x^T(\mathrm{Im}\,W)x/\hbar)$, so it decays along every direction. Under the hypotheses of (h) the two relations hold at every time, by (c), and so does this decay. The proof regards $x$ as the complex vector `z` and returns to the reals at the end.

```lean
/-- The imaginary part of the width matrix is positive on every nonzero real displacement. -/
theorem width_im_pos {Q P : Matrix n n ℂ} (h : IsPacketPair Q P) {x : n → ℝ} (hx : x ≠ 0) :
    0 < x ⬝ᵥ ((width Q P).map Complex.im *ᵥ x) := by
  obtain ⟨hu, -, him⟩ := (packetPair_iff Q P).mp h
  let z : n → ℂ := fun i => (x i : ℂ)
  have hy : Q⁻¹ *ᵥ z ≠ 0 := by
    intro h0
    apply hx
    have hz : z = 0 := by
      rw [← Matrix.one_mulVec z, ← Matrix.mul_nonsing_inv Q hu, ← Matrix.mulVec_mulVec, h0,
        Matrix.mulVec_zero]
    funext i
    exact Complex.ofReal_eq_zero.mp (congr_fun hz i)
  obtain ⟨r, hr, hyr⟩ := sq_length_pos hy
  -- the quadratic form is the squared length of `Q⁻¹ x`
  have h1 : ((x ⬝ᵥ ((width Q P).map Complex.im *ᵥ x) : ℝ) : ℂ)
      = star z ⬝ᵥ (cx ((width Q P).map Complex.im) *ᵥ z) := by
    simp [dotProduct, Matrix.mulVec, cx, z]
  rw [him, Matrix.mul_inv_rev, ← Matrix.conjTranspose_nonsing_inv, ← Matrix.mulVec_mulVec,
    Matrix.dotProduct_mulVec (star z), ← Matrix.star_mulVec, hyr] at h1
  rw [Complex.ofReal_inj.mp h1]
  exact hr
```

## (j) The isotropic oscillator

**Task.** Check that $K=I$, $Q=e^{it}I$, $P=ie^{it}I$ satisfies all the hypotheses, with $t_0=0$.

**Solution.** $Q'=ie^{it}I=P$ and $P'=-e^{it}I=-KQ$. At $t=0$, $Q=I$ and $P=iI$, so
$$Q^TP-P^TQ=iI-iI=0,\qquad Q^*P-P^*Q=iI+iI=2iI .$$
Here $W=iI$ at all times: the packet is a coherent state of constant width.

```lean
/-- The isotropic oscillator `K = 1` with `Q = e^{it}` and `P = i e^{it}` obeys the equations of
motion and the normalisation relations at time zero. -/
theorem oscillator_witness :
    (1 : Matrix n n ℝ).IsSymm ∧
    IsLinearizedFlow (fun _ => (1 : Matrix n n ℝ))
      (fun t => Complex.exp (t * Complex.I) • (1 : Matrix n n ℂ))
      (fun t => (Complex.I * Complex.exp (t * Complex.I)) • (1 : Matrix n n ℂ)) ∧
    IsPacketPair (Complex.exp ((0 : ℝ) * Complex.I) • (1 : Matrix n n ℂ))
      ((Complex.I * Complex.exp ((0 : ℝ) * Complex.I)) • (1 : Matrix n n ℂ)) := by
  have hE : ∀ t : ℝ, HasDerivAt (fun s : ℝ => Complex.exp (s * Complex.I))
      (Complex.I * Complex.exp (t * Complex.I)) t := fun t => by
    refine (((hasDerivAt_id t).ofReal_comp.mul_const Complex.I).cexp).congr_deriv ?_
    simp [mul_comm]
  have hc : cx (1 : Matrix n n ℝ) = 1 :=
    Matrix.map_one _ Complex.ofReal_zero Complex.ofReal_one
  refine ⟨Matrix.transpose_one, ⟨fun t i j => (hE t).mul_const _, fun t i j => ?_⟩, ?_⟩
  · refine (((hE t).const_mul Complex.I).mul_const ((1 : Matrix n n ℂ) i j)).congr_deriv ?_
    rw [hc, one_mul, Matrix.neg_apply, Matrix.smul_apply, smul_eq_mul]
    linear_combination
      Complex.exp (t * Complex.I) * (1 : Matrix n n ℂ) i j * Complex.I_mul_I
  · rw [Complex.ofReal_zero, zero_mul, Complex.exp_zero, mul_one, one_smul]
    constructor
    · rw [transpose_one, one_mul, mul_one, transpose_smul, transpose_one, sub_self]
    · rw [conjTranspose_one, one_mul, mul_one, conjTranspose_smul, conjTranspose_one,
        Complex.star_def, Complex.conj_I]
      module

end

end GaussianWavePacket
```

```lean
#print axioms GaussianWavePacket.width_along_flow
#print axioms GaussianWavePacket.width_im_pos
```

```
'GaussianWavePacket.width_along_flow' depends on axioms: [propext, Classical.choice, Quot.sound]
'GaussianWavePacket.width_im_pos' depends on axioms: [propext, Classical.choice, Quot.sound]
```
